# The Green's matrix (z − H)⁻¹ has the eigenspaces of H, with each eigenvalue E replaced by 1/(z − E)

In one form of shift-and-invert calculation (others use the opposite sign, \((H-z)^{-1}\)), an eigensolver is applied to \(G(z)=(z-H)^{-1}\) to find levels of a finite Hamiltonian matrix \(H\) near a chosen energy \(z\), and each eigenvalue \(m\) it returns is converted to the level \(E=z-1/m\) with the eigenvector left unchanged. Provided that \(z-H\) is invertible, this conversion is exact, and the complete set of eigenvalues of \(G(z)\) gives every level of \(H\).

```lean
import Mathlib

open Matrix

namespace ResolventSpectralMapping

noncomputable section

variable {n : Type*} [Fintype n] [DecidableEq n]

/-- The Green's matrix `G(z) = (z - H)⁻¹` of a Hamiltonian matrix `H`. -/
def greenMatrix (H : Matrix n n ℂ) (z : ℂ) : Matrix n n ℂ :=
  (z • (1 : Matrix n n ℂ) - H)⁻¹

/-- The number `μ` is an eigenvalue of `A`: some nonzero vector satisfies `A v = μ v`. -/
def IsEigenvalue (A : Matrix n n ℂ) (μ : ℂ) : Prop :=
  ∃ v : n → ℂ, v ≠ 0 ∧ A *ᵥ v = μ • v

/-- The generalised eigenspace of order `k`: all vectors annihilated by `(A - μ)^k`. -/
def levelSpace (A : Matrix n n ℂ) (μ : ℂ) (k : ℕ) : Submodule ℂ (n → ℂ) :=
  LinearMap.ker (Matrix.mulVecLin ((A - μ • (1 : Matrix n n ℂ)) ^ k))

/-- The generalised eigenspace of order one consists of the solutions of `A v = μ v`. -/
theorem mem_levelSpace_one (A : Matrix n n ℂ) (μ : ℂ) (v : n → ℂ) :
    v ∈ levelSpace A μ 1 ↔ A *ᵥ v = μ • v := by
  have h : v ∈ levelSpace A μ 1 ↔ ((A - μ • (1 : Matrix n n ℂ)) ^ 1) *ᵥ v = 0 := Iff.rfl
  rw [h, pow_one, Matrix.sub_mulVec, Matrix.smul_mulVec, Matrix.one_mulVec, sub_eq_zero]

/-- The Green's matrix is a two-sided inverse of `z - H` whenever `z - H` is invertible. -/
theorem green_inverse {H : Matrix n n ℂ} {z : ℂ}
    (hz : IsUnit (z • (1 : Matrix n n ℂ) - H)) :
    greenMatrix H z * (z • (1 : Matrix n n ℂ) - H) = 1 ∧
      (z • (1 : Matrix n n ℂ) - H) * greenMatrix H z = 1 := by
  have hd := (Matrix.isUnit_iff_isUnit_det _).mp hz
  exact ⟨Matrix.nonsing_inv_mul _ hd, Matrix.mul_nonsing_inv _ hd⟩

/-- If `z - H` is invertible, the Green's matrix commutes with the Hamiltonian. -/
theorem green_commute {H : Matrix n n ℂ} {z : ℂ}
    (hz : IsUnit (z • (1 : Matrix n n ℂ) - H)) : Commute (greenMatrix H z) H := by
  obtain ⟨h1, h2⟩ := green_inverse hz
  have h := h1.trans h2.symm
  rw [mul_sub, sub_mul, mul_smul_comm, smul_mul_assoc, mul_one, one_mul] at h
  exact sub_right_inj.mp h

/-- If `z - H` is invertible and `m (z - E) = 1`, then `G(z) - m = m G(z) (H - E)`. -/
theorem green_sub_factor {H : Matrix n n ℂ} {z m E : ℂ}
    (hz : IsUnit (z • (1 : Matrix n n ℂ) - H)) (hm : m * (z - E) = 1) :
    greenMatrix H z - m • (1 : Matrix n n ℂ) =
      (m • greenMatrix H z) * (H - E • (1 : Matrix n n ℂ)) := by
  have h1 := (green_inverse hz).1
  -- measure the Hamiltonian from `z` instead of from `E`
  have h2 : H - E • (1 : Matrix n n ℂ) =
      (z - E) • (1 : Matrix n n ℂ) - (z • (1 : Matrix n n ℂ) - H) := by module
  rw [h2, mul_sub, smul_mul_assoc, smul_mul_assoc, h1, mul_smul_comm, mul_one,
    smul_smul, hm, one_smul]

/-- If `z - H` is invertible and `m (z - E) = 1`, the generalised eigenspaces of `G(z)` at `m` and
of `H` at `E` are equal in every order. -/
theorem levelSpace_green {H : Matrix n n ℂ} {z m E : ℂ}
    (hz : IsUnit (z • (1 : Matrix n n ℂ) - H)) (hm : m * (z - E) = 1) (k : ℕ) :
    levelSpace (greenMatrix H z) m k = levelSpace H E k := by
  set U := m • greenMatrix H z with hU
  set L := (z - E) • (z • (1 : Matrix n n ℂ) - H) with hL
  set D := H - E • (1 : Matrix n n ℂ) with hD
  -- `m G` is invertible, with inverse `(z - E) (z - H)`
  have hLU : L * U = 1 := by
    rw [hL, hU, smul_mul_assoc, mul_smul_comm, (green_inverse hz).2, smul_smul,
      mul_comm (z - E) m, hm, one_smul]
  have hc : Commute L U := hLU.trans (mul_eq_one_comm.mp hLU).symm
  have hk : L ^ k * U ^ k = 1 := by rw [← hc.mul_pow, hLU, one_pow]
  -- the factorisation passes to powers because `G` commutes with `H`
  have hUD : Commute U D :=
    ((green_commute hz).sub_right ((Commute.one_right _).smul_right E)).smul_left m
  have hp : (greenMatrix H z - m • (1 : Matrix n n ℂ)) ^ k = U ^ k * D ^ k := by
    rw [green_sub_factor hz hm]
    exact hUD.mul_pow k
  ext v
  change ((greenMatrix H z - m • (1 : Matrix n n ℂ)) ^ k) *ᵥ v = 0 ↔ (D ^ k) *ᵥ v = 0
  rw [hp]
  constructor
  · intro h
    calc (D ^ k) *ᵥ v = (L ^ k * (U ^ k * D ^ k)) *ᵥ v := by
          rw [← mul_assoc, hk, one_mul]
      _ = L ^ k *ᵥ ((U ^ k * D ^ k) *ᵥ v) := by rw [Matrix.mulVec_mulVec]
      _ = 0 := by rw [h, Matrix.mulVec_zero]
  · intro h
    rw [← Matrix.mulVec_mulVec, h, Matrix.mulVec_zero]

/-- If `z - H` is invertible, zero is not an eigenvalue of the Green's matrix. -/
theorem green_zero_not_eigenvalue {H : Matrix n n ℂ} {z : ℂ}
    (hz : IsUnit (z • (1 : Matrix n n ℂ) - H)) : ¬ IsEigenvalue (greenMatrix H z) 0 := by
  rintro ⟨v, hv, h⟩
  apply hv
  calc v = ((z • (1 : Matrix n n ℂ) - H) * greenMatrix H z) *ᵥ v := by
        rw [(green_inverse hz).2, Matrix.one_mulVec]
    _ = 0 := by rw [← Matrix.mulVec_mulVec, h, zero_smul, Matrix.mulVec_zero]

/-- Spectral mapping for the resolvent, with `z - H` invertible: `m` is an eigenvalue of `G(z)`
exactly when `H` has an eigenvalue `E` with `m (z - E) = 1`, that is, `m ≠ 0` and `E = z - 1/m`. For
such a pair the two eigenspaces are equal. -/
theorem green_spectral_mapping {H : Matrix n n ℂ} {z : ℂ}
    (hz : IsUnit (z • (1 : Matrix n n ℂ) - H)) (m : ℂ) :
    (IsEigenvalue (greenMatrix H z) m ↔ ∃ E, m * (z - E) = 1 ∧ IsEigenvalue H E) ∧
      ∀ E, m * (z - E) = 1 → levelSpace (greenMatrix H z) m 1 = levelSpace H E 1 := by
  refine ⟨⟨?_, ?_⟩, fun E hE => levelSpace_green hz hE 1⟩
  · rintro ⟨v, hv, h⟩
    have hm0 : m ≠ 0 := by
      rintro rfl
      exact green_zero_not_eigenvalue hz ⟨v, hv, h⟩
    have hE : m * (z - (z - m⁻¹)) = 1 := by rw [sub_sub_cancel, mul_inv_cancel₀ hm0]
    refine ⟨z - m⁻¹, hE, v, hv, ?_⟩
    rw [← mem_levelSpace_one, ← levelSpace_green hz hE 1, mem_levelSpace_one]
    exact h
  · rintro ⟨E, hE, v, hv, h⟩
    refine ⟨v, hv, ?_⟩
    rw [← mem_levelSpace_one, levelSpace_green hz hE 1, mem_levelSpace_one]
    exact h

/-- If `z - H` is invertible, every eigenvalue `E` of `H` differs from `z` and gives the eigenvalue
`1/(z - E)` of the Green's matrix. -/
theorem green_eigenvalue_of_level {H : Matrix n n ℂ} {z E : ℂ}
    (hz : IsUnit (z • (1 : Matrix n n ℂ) - H)) (hE : IsEigenvalue H E) :
    z ≠ E ∧ IsEigenvalue (greenMatrix H z) (1 / (z - E)) := by
  have hne : z ≠ E := by
    rintro rfl
    obtain ⟨v, hv, h⟩ := hE
    apply hv
    calc v = (greenMatrix H z * (z • (1 : Matrix n n ℂ) - H)) *ᵥ v := by
          rw [(green_inverse hz).1, Matrix.one_mulVec]
      _ = 0 := by
          rw [← Matrix.mulVec_mulVec, Matrix.sub_mulVec, Matrix.smul_mulVec,
            Matrix.one_mulVec, h, sub_self, Matrix.mulVec_zero]
  exact ⟨hne, (green_spectral_mapping hz _).1.mpr
    ⟨E, one_div_mul_cancel (sub_ne_zero.mpr hne), hE⟩⟩

/-- For the two-level Jordan block with diagonal entry `e`, and `g (z - e) = 1`, the Green's
matrix has `g` on the diagonal and `g²` in the upper off-diagonal entry. -/
theorem green_jordan_block {z e g : ℂ} (hg : g * (z - e) = 1) :
    greenMatrix !![e, 1; 0, e] z = !![g, g ^ 2; 0, g] := by
  have h : z • (1 : Matrix (Fin 2) (Fin 2) ℂ) - !![e, 1; 0, e] =
      !![z - e, -1; 0, z - e] := by
    ext i j
    fin_cases i <;> fin_cases j <;> simp
  rw [greenMatrix, h]
  apply Matrix.inv_eq_right_inv
  -- the four entries of the product
  have e1 : (z - e) * g + -1 * 0 = 1 := by linear_combination hg
  have e2 : (z - e) * g ^ 2 + -1 * g = 0 := by linear_combination g * hg
  have e3 : 0 * g + (z - e) * 0 = 0 := by ring
  have e4 : 0 * g ^ 2 + (z - e) * g = 1 := by linear_combination hg
  rw [Matrix.mul_fin_two, e1, e2, e3, e4, Matrix.one_fin_two]

end

end ResolventSpectralMapping
```

```lean
#print axioms ResolventSpectralMapping.green_eigenvalue_of_level
#print axioms ResolventSpectralMapping.green_jordan_block
```

```
'ResolventSpectralMapping.green_eigenvalue_of_level' depends on axioms: [propext, Classical.choice, Quot.sound]
'ResolventSpectralMapping.green_jordan_block' depends on axioms: [propext, Classical.choice, Quot.sound]
```

The main theorem, `green_spectral_mapping`, takes a complex square matrix \(H\) and a complex number \(z\) for which \(z-H\) is invertible. It states that \(m\) is an eigenvalue of \(G(z)\) exactly when \(H\) has an eigenvalue \(E\) with
\[
m(z-E)=1 .
\]
This product relation says that \(m\neq0\) and \(E=z-1/m\), without dividing by a number that might be zero. The theorem also says that the eigenspaces of \(G(z)\) at \(m\) and of \(H\) at \(E\) are equal whenever the relation holds.

In the file, `greenMatrix H z` is \(G(z)\), and `IsEigenvalue` asks for a nonzero eigenvector. The space `levelSpace A μ k` is the kernel of \((A-\mu)^k\); for \(k=1\) it is the ordinary eigenspace, as `mem_levelSpace_one` confirms. The hypothesis `hz` places \(z\) away from the levels of \(H\), where the Green's matrix has its poles. A complex energy \(z=\omega+i\eta\) is allowed, but the limit \(\eta\to0\) is not treated.

\(H\) need not be Hermitian, so effective Hamiltonians with complex energies are included, provided that the matrix does not itself depend on the energy. The basis is finite, which leaves out continuous spectra, and the inverted matrix is \(z-H\), so a non-orthogonal basis with an overlap matrix \(S\) and inverse \((zS-H)^{-1}\) is not covered. Rounding errors and the convergence of the eigensolver are separate matters.

A two-site example shows the conversion at work. Take
\[
H=\begin{pmatrix}0&1\\1&0\end{pmatrix},\qquad z=2,\qquad
G(2)=\begin{pmatrix}2&-1\\-1&2\end{pmatrix}^{-1}
=\frac13\begin{pmatrix}2&1\\1&2\end{pmatrix}.
\]
The eigenvalues of \(G(2)\) are \(1\) and \(1/3\), with normalised eigenvectors \((1,1)/\sqrt2\) and \((1,-1)/\sqrt2\). The conversion gives \(E=2-1=1\) and \(E=2-3=-1\), which are the levels of \(H\) for the same two vectors. The level nearer to \(z\) has the larger \(|m|\).

The proof starts from the two-sided inverse in `green_inverse`. Expanding \(G(z-H)=(z-H)G\) gives \(zG-GH=zG-HG\), hence \(GH=HG\); this is `green_commute`. Now let \(m(z-E)=1\) and write \(H-E=(z-E)-(z-H)\). Multiplication by \(mG\) gives
\[
mG(H-E)=m(z-E)G-mG(z-H)=G-m ,
\]
which is `green_sub_factor`. Since \(G\) commutes with \(H\), powers separate:
\[
(G-m)^k=(mG)^k(H-E)^k .
\]
The matrix \(mG\) is invertible, because
\[
(z-E)(z-H)\,mG=m(z-E)=1 .
\]
Therefore \((G-m)^kv=0\) holds exactly when \((H-E)^kv=0\). In `levelSpace_green`, `U`, `L` and `D` stand for \(mG\), its inverse and \(H-E\). One direction multiplies by `L ^ k` to remove `U ^ k`, and the other applies `U ^ k` to the zero vector. Since the dimensions of these kernels fix the sizes of the Jordan blocks, the equality for every \(k\) shows that the blocks of \(G(z)\) at \(m\) have the same sizes as those of \(H\) at \(E\).

It remains to exclude \(m=0\). If \(Gv=0\), then \(v=(z-H)Gv=0\), so `green_zero_not_eigenvalue` holds. For an eigenvalue \(m\) of \(G\) one may then set \(E=z-1/m\), and the equality of kernels at \(k=1\) makes the eigenvector of \(G\) an eigenvector of \(H\). The same equality, read backwards, proves the converse.

Starting from a level instead, `green_eigenvalue_of_level` first shows \(E\neq z\): if \(Hv=zv\), then \(v=G(z-H)v=0\), which is impossible for an eigenvector. The main theorem then supplies the eigenvalue \(1/(z-E)\) of \(G\).

The last theorem, `green_jordan_block`, treats a defective two-level matrix, the situation at an exceptional point of a non-Hermitian Hamiltonian. With \(g=1/(z-e)\),
\[
\begin{pmatrix}z-e&-1\\0&z-e\end{pmatrix}
\begin{pmatrix}g&g^2\\0&g\end{pmatrix}
=\begin{pmatrix}1&(z-e)g^2-g\\0&1\end{pmatrix}
=\begin{pmatrix}1&0\\0&1\end{pmatrix}.
\]
The Lean proof checks the same four entries. The off-diagonal element \(g^2=1/(z-e)^2\) is a double pole, while the only eigenvalue of \(G\) is still \(g\).
